# Cluster operators extracted from a product of commuting CI wave operators are additive

Tailored coupled cluster converts the coefficients of an active-space CI calculation into cluster amplitudes. With $C_1$ and $C_2$ the single and double excitation parts of the CI wave operator, scaled so that the reference determinant has coefficient 1 (intermediate normalisation), the doubles follow from $T_2 = C_2 - C_1^2/2$, the second-order part of a logarithm. If the system consists of two non-interacting fragments and the CI wave operator is the product of the fragment ones, this conversion should return the amplitudes of each fragment and no joint ones. The theorems below establish this additivity for the full logarithm of commuting, nilpotent excitation operators; the formula for $T_2$ is the double-excitation part of that logarithm.

That the composite wave operator factorises is an input from physics. It holds for the full CI ground state of non-interacting fragments if this state is non-degenerate, the orbitals are localised and the reference is a product determinant with non-zero overlap with it. It can fail for degenerate fragments, such as two separated hydrogen atoms coupled to a singlet, and generally fails for truncated CI.

## The terminating logarithm

```lean
import Mathlib

open Polynomial

namespace ClusterAdditivity

noncomputable section

variable {A : Type*} [CommRing A] [Algebra ℚ A]
```

`A` is a commutative ring containing the rational numbers as scalars; real and complex algebras qualify. It stands for the algebra of excitation operators out of one reference determinant, which commute. `A[X]` denotes polynomials with coefficients in `A`.

```lean
/-- The cluster operator of the CI wave operator `1 + x`, for nilpotent `x`: the terminating
logarithm `x - x^2/2 + x^3/3 - ...`. -/
def clusterOp (x : A) : A :=
  ∑ k ∈ Finset.range (nilpotencyClass x), ((-1 : ℚ) ^ k / ((k : ℚ) + 1)) • x ^ (k + 1)
```

In intermediate normalisation the wave operator is $1+x$, where $x$ collects the excitations. It is nilpotent, meaning that some power vanishes, because finitely many electrons can be excited only finitely often. The definition reads
$$L(x)=\sum_{k=0}^{N-1}\frac{(-1)^k}{k+1}\,x^{k+1}=x-\frac{x^2}{2}+\frac{x^3}{3}-\dots,$$
with $N$ the smallest exponent for which $x^N=0$. This is the textbook $T=\ln(1+x)$; note that `clusterOp` takes $x$ as its argument, not $1+x$.

```lean
/-- If `x ^ N = 0`, the logarithmic series of the cluster operator may be cut after `N` terms. -/
theorem clusterOp_eq_sum {x : A} {N : ℕ} (h : x ^ N = 0) :
    clusterOp x = ∑ k ∈ Finset.range N, ((-1 : ℚ) ^ k / ((k : ℚ) + 1)) • x ^ (k + 1) := by
  have hle : nilpotencyClass x ≤ N := Nat.sInf_le h
  have h0 : x ^ nilpotencyClass x = 0 := pow_nilpotencyClass ⟨N, h⟩
  refine Finset.sum_subset (fun k hk => ?_) (fun k _ hk => ?_)
  · rw [Finset.mem_range] at hk ⊢
    omega
  · rw [Finset.mem_range] at hk
    rw [pow_eq_zero_of_le (by omega) h0, smul_zero]
```

Any $N$ with $x^N=0$ may serve as the cut-off, since the extra terms vanish. Different operators can therefore share one cut-off.

## Switching on the excitations

```lean
/-- For a nilpotent excitation operator depending polynomially on a coupling, fixing the
coupling commutes with extracting the cluster operator. -/
theorem eval_clusterOp {p : A[X]} (hp : IsNilpotent p) (a : A) :
    eval a (clusterOp p) = clusterOp (eval a p) := by
  obtain ⟨N, hN⟩ := hp
  have h' : (eval a p) ^ N = 0 := by rw [← eval_pow, hN, eval_zero]
  rw [clusterOp_eq_sum hN, clusterOp_eq_sum h', Polynomial.eval_finsetSum]
  refine Finset.sum_congr rfl fun k _ => ?_
  rw [eval_smul, eval_pow]
```

Let $p(\lambda)$ be a nilpotent polynomial in a coupling $\lambda$, Lean's `X`. Setting $\lambda=a$ before or after taking $L$ gives the same result: with a common cut-off, evaluation passes through the finite sum.

```lean
/-- The cluster operator of a nilpotent, coupling-dependent `p` obeys the differential equation
of the logarithm, `(1 + p) L(p)' = p'`. -/
theorem derivative_clusterOp {p : A[X]} (hp : IsNilpotent p) :
    (1 + p) * derivative (clusterOp p) = derivative p := by
  -- the differentiated series is geometric and telescopes
  have tel : ∀ N : ℕ, (1 + p) * derivative
      (∑ k ∈ Finset.range N, ((-1 : ℚ) ^ k / ((k : ℚ) + 1)) • p ^ (k + 1))
      = (1 - (-1) ^ N * p ^ N) * derivative p := by
    intro N
    induction N with
    | zero => simp
    | succ n ih =>
      have hn : (n : ℚ) + 1 ≠ 0 := by positivity
      have hk : derivative (p ^ (n + 1)) = ((n : ℚ) + 1) • (p ^ n * derivative p) := by
        rw [derivative_pow_succ, Algebra.smul_def]
        simp only [map_add, map_natCast, map_one]
        ring
      have term : derivative (((-1 : ℚ) ^ n / ((n : ℚ) + 1)) • p ^ (n + 1))
          = (-1) ^ n * (p ^ n * derivative p) := by
        rw [derivative_smul, hk, smul_smul, div_mul_cancel₀ _ hn, Algebra.smul_def,
          map_pow, map_neg, map_one]
      rw [Finset.sum_range_succ, derivative_add, mul_add, ih, term]
      ring
  obtain ⟨N, hN⟩ := hp
  rw [clusterOp_eq_sum hN, tel N, hN]
  ring
```

This is the differential equation of the logarithm, $(1+p)\,L(p)'=p'$. Differentiating the first $N$ terms gives a geometric sum, which telescopes:
$$(1+p)\sum_{k=0}^{N-1}(-1)^kp^k\,p'=\bigl(1-(-1)^Np^N\bigr)p'.$$
`tel` proves this by induction on $N$; then $p^N=0$ finishes the argument.

```lean
/-- The exponential of a nilpotent, coupling-dependent `p` satisfies `exp(p)' = exp(p) p'`. -/
theorem derivative_exp {p : A[X]} (hp : IsNilpotent p) :
    derivative (IsNilpotent.exp p) = IsNilpotent.exp p * derivative p := by
  have tel : ∀ N : ℕ, derivative
      (∑ i ∈ Finset.range (N + 1), (i.factorial : ℚ)⁻¹ • p ^ i)
      = (∑ i ∈ Finset.range N, (i.factorial : ℚ)⁻¹ • p ^ i) * derivative p := by
    intro N
    induction N with
    | zero => simp
    | succ n ih =>
      have hf : (n.factorial : ℚ) ≠ 0 := Nat.cast_ne_zero.mpr (Nat.factorial_ne_zero n)
      have hn : (n : ℚ) + 1 ≠ 0 := by positivity
      have hk : derivative (p ^ (n + 1)) = ((n : ℚ) + 1) • (p ^ n * derivative p) := by
        rw [derivative_pow_succ, Algebra.smul_def]
        simp only [map_add, map_natCast, map_one]
        ring
      have hc : ((n + 1).factorial : ℚ)⁻¹ * ((n : ℚ) + 1) = (n.factorial : ℚ)⁻¹ := by
        rw [Nat.factorial_succ]
        push_cast
        field_simp
      rw [Finset.sum_range_succ _ (n + 1), derivative_add, ih, Finset.sum_range_succ _ n,
        add_mul, derivative_smul, hk, smul_smul, hc, smul_mul_assoc]
  obtain ⟨N, hN⟩ := hp
  have hN' : p ^ (N + 1) = 0 := by rw [pow_succ, hN, zero_mul]
  calc derivative (IsNilpotent.exp p)
      = derivative (∑ i ∈ Finset.range (N + 1), (i.factorial : ℚ)⁻¹ • p ^ i) := by
        rw [IsNilpotent.exp_eq_sum hN']
    _ = (∑ i ∈ Finset.range N, (i.factorial : ℚ)⁻¹ • p ^ i) * derivative p := tel N
    _ = IsNilpotent.exp p * derivative p := by rw [IsNilpotent.exp_eq_sum hN]
```

Likewise $\exp(p)'=\exp(p)\,p'$. Differentiating $\sum_{i=0}^{N}p^i/i!$ gives $\sum_{i=0}^{N-1}p^i/i!$ times $p'$, and for $p^N=0$ both sums equal $\exp(p)$.

```lean
/-- A polynomial in the coupling whose derivative vanishes has the same value at full coupling
as at zero coupling. -/
theorem eval_one_eq_eval_zero {f : A[X]} (h : derivative f = 0) : eval 1 f = eval 0 f := by
  have hc : f = C (f.coeff 0) := by
    ext n
    cases n with
    | zero => simp
    | succ n =>
      have h1 := congrArg (fun q => q.coeff n) h
      simp only [coeff_derivative, coeff_zero] at h1
      have hn : (n : ℚ) + 1 ≠ 0 := by positivity
      have hu : ((n : A) + 1) * algebraMap ℚ A (((n : ℚ) + 1)⁻¹) = 1 := by
        have e : (n : A) + 1 = algebraMap ℚ A ((n : ℚ) + 1) := by simp
        rw [e, ← map_mul, mul_inv_cancel₀ hn, map_one]
      rw [coeff_C_succ]
      linear_combination algebraMap ℚ A (((n : ℚ) + 1)⁻¹) * h1 - f.coeff (n + 1) * hu
  rw [hc]
  simp
```

If $f'=0$, then $(n+1)f_{n+1}=0$ for every coefficient $f_{n+1}$ with $n\ge 0$. Dividing by $n+1$ leaves only the constant term, so $f(1)=f(0)$.

## Exponential and additivity

```lean
/-- The exponential of the cluster operator restores the CI wave operator:
`exp(L(x)) = 1 + x` for nilpotent `x`. -/
theorem exp_clusterOp {x : A} (hx : IsNilpotent x) :
    IsNilpotent.exp (clusterOp x) = 1 + x := by
  -- switch the excitations on with a coupling parameter
  obtain ⟨u, hu, u0, u1⟩ : ∃ u : A[X], IsNilpotent u ∧ eval 0 u = 0 ∧ eval 1 u = x := by
    obtain ⟨N, hN⟩ := hx
    exact ⟨C x * X, ⟨N, by rw [mul_pow, ← C_pow, hN, C_0, zero_mul]⟩, by simp, by simp⟩
  have hL : IsNilpotent (clusterOp u) := by
    refine mem_nilradical.mp (Ideal.sum_mem _ fun k _ => ?_)
    rw [Algebra.smul_def, pow_succ]
    exact Ideal.mul_mem_left _ _ (Ideal.mul_mem_left _ _ (mem_nilradical.mpr hu))
  have hLx : IsNilpotent (clusterOp x) := by
    obtain ⟨N, hN⟩ := hL
    exact ⟨N, by rw [← u1, ← eval_clusterOp hu, ← eval_pow, hN, eval_zero]⟩
  have ev : ∀ a : A, eval a (IsNilpotent.exp (-clusterOp u))
      = IsNilpotent.exp (-clusterOp (eval a u)) := by
    intro a
    obtain ⟨N, hN⟩ := hL.neg
    have h' : (-clusterOp (eval a u)) ^ N = 0 := by
      rw [← eval_clusterOp hu, ← eval_neg, ← eval_pow, hN, eval_zero]
    rw [IsNilpotent.exp_eq_sum hN, IsNilpotent.exp_eq_sum h', Polynomial.eval_finsetSum]
    refine Finset.sum_congr rfl fun i _ => ?_
    rw [eval_smul, eval_pow, eval_neg, eval_clusterOp hu]
  have e0 : IsNilpotent.exp (0 : A) = 1 := by
    rw [IsNilpotent.exp_eq_sum (pow_one (0 : A))]
    simp
  have hz : clusterOp (0 : A) = 0 := by simp [clusterOp]
  -- exp(-L(u)) (1 + u) does not depend on the coupling
  have hd : derivative (IsNilpotent.exp (-clusterOp u) * (1 + u)) = 0 := by
    rw [derivative_mul, derivative_exp hL.neg, derivative_neg, derivative_add, derivative_one]
    linear_combination (-IsNilpotent.exp (-clusterOp u)) * derivative_clusterOp hu
  have h := eval_one_eq_eval_zero hd
  simp only [eval_mul, ev, eval_add, eval_one, u0, u1, hz, neg_zero, e0, add_zero,
    mul_one] at h
  have h2 : IsNilpotent.exp (clusterOp x) * IsNilpotent.exp (-clusterOp x) = 1 := by
    rw [← IsNilpotent.exp_add_of_commute (Commute.all _ _) hLx hLx.neg, add_neg_cancel, e0]
  linear_combination (1 + x) * h2 - IsNilpotent.exp (clusterOp x) * h
```

This theorem justifies the name "cluster operator": $\exp(L(x))=1+x$. Put $u=\lambda x$ and $g=\exp(-L(u))(1+u)$; here $L(u)$ is a multiple of $u$ and therefore nilpotent, so the rule for differentiating the exponential applies. Then
$$g'=\exp(-L(u))\bigl[u'-(1+u)L(u)'\bigr]=0.$$
Hence $g(1)=g(0)=1$, that is, $\exp(-L(x))(1+x)=1$. Multiplying by $\exp(L(x))$ gives the claim. In the code, `hd` is $g'=0$, `ev` evaluates the exponential at a fixed coupling, and `linear_combination` checks that the goal follows from the listed equations with the stated multipliers.

```lean
/-- Cluster operators are additive: for nilpotent `x` and `y`, the product
`(1 + x)(1 + y) = 1 + (x + y + x y)` of CI wave operators has cluster operator `L(x) + L(y)`. -/
theorem clusterOp_additive {x y : A} (hx : IsNilpotent x) (hy : IsNilpotent y) :
    clusterOp (x + y + x * y) = clusterOp x + clusterOp y := by
  have path : ∀ z : A, IsNilpotent z →
      ∃ u : A[X], IsNilpotent u ∧ eval 0 u = 0 ∧ eval 1 u = z := by
    rintro z ⟨N, hN⟩
    exact ⟨C z * X, ⟨N, by rw [mul_pow, ← C_pow, hN, C_0, zero_mul]⟩, by simp, by simp⟩
  obtain ⟨u, hu, u0, u1⟩ := path x hx
  obtain ⟨v, hv, v0, v1⟩ := path y hy
  have hw : IsNilpotent (u + v + u * v) :=
    mem_nilradical.mp (Ideal.add_mem _
      (Ideal.add_mem _ (mem_nilradical.mpr hu) (mem_nilradical.mpr hv))
      (Ideal.mul_mem_left _ u (mem_nilradical.mpr hv)))
  -- the defect of additivity has zero derivative, since 1 + u + v + u v is invertible
  have hd : derivative (clusterOp (u + v + u * v) - clusterOp u - clusterOp v) = 0 := by
    have h1 := derivative_clusterOp hw
    rw [derivative_add, derivative_add, derivative_mul] at h1
    apply hw.isUnit_one_add.mul_left_cancel
    rw [derivative_sub, derivative_sub]
    linear_combination h1 - (1 + v) * derivative_clusterOp hu
      - (1 + u) * derivative_clusterOp hv
  have hz : clusterOp (0 : A) = 0 := by simp [clusterOp]
  have h := eval_one_eq_eval_zero hd
  simp only [eval_sub, eval_clusterOp hw, eval_clusterOp hu, eval_clusterOp hv, eval_add,
    eval_mul, u0, u1, v0, v1, mul_zero, add_zero, hz, sub_zero] at h
  linear_combination h
```

For nilpotent $x$ and $y$, $L(x+y+xy)=L(x)+L(y)$. Put $u=\lambda x$, $v=\lambda y$ and $w=u+v+uv$, so that $1+w=(1+u)(1+v)$. Let $D=L(w)-L(u)-L(v)$. The logarithm's differential equation gives
$$(1+w)D'=w'-(1+v)u'-(1+u)v'=0.$$
Since $w$ is nilpotent, $1+w$ is invertible and $D'=0$. Therefore $D(1)=D(0)=0$, which is the claim.

```lean
/-- For any finite set of fragments with nilpotent `x i`, the cluster operator of the product of
the wave operators `1 + x i` is the sum of the fragment cluster operators. -/
theorem clusterOp_fragments {ι : Type*} (s : Finset ι) (x : ι → A)
    (hx : ∀ i ∈ s, IsNilpotent (x i)) :
    clusterOp (∏ i ∈ s, (1 + x i) - 1) = ∑ i ∈ s, clusterOp (x i) := by
  classical
  have main : IsNilpotent (∏ i ∈ s, (1 + x i) - 1) ∧
      clusterOp (∏ i ∈ s, (1 + x i) - 1) = ∑ i ∈ s, clusterOp (x i) := by
    induction s using Finset.induction_on with
    | empty => simp [clusterOp]
    | insert a s ha ih =>
      obtain ⟨hP, hs⟩ := ih fun i hi => hx i (Finset.mem_insert_of_mem hi)
      have hxa := hx a (Finset.mem_insert_self a s)
      -- add one fragment to the composite of the others
      have e : ∏ i ∈ insert a s, (1 + x i) - 1 = x a + (∏ i ∈ s, (1 + x i) - 1)
          + x a * (∏ i ∈ s, (1 + x i) - 1) := by
        rw [Finset.prod_insert ha]
        ring
      rw [e, Finset.sum_insert ha, clusterOp_additive hxa hP, hs]
      exact ⟨mem_nilradical.mp (Ideal.add_mem _
        (Ideal.add_mem _ (mem_nilradical.mpr hxa) (mem_nilradical.mpr hP))
        (Ideal.mul_mem_left _ _ (mem_nilradical.mpr hP))), rfl⟩
  exact main.2
```

The same holds for any finite set of fragments:
$$L\Bigl(\prod_i(1+x_i)-1\Bigr)=\sum_iL(x_i).$$
The induction adds one fragment at a time and carries along the nilpotency of the composite excitation part. With no fragments, both sides are zero.

## The simultaneous excitation

```lean
/-- If each fragment excitation squares to zero, the simultaneous excitation `x y` in the product
wave operator leaves no trace in the cluster operator, which is `x + y`. -/
theorem clusterOp_of_sq_zero {x y : A} (hx : x ^ 2 = 0) (hy : y ^ 2 = 0) :
    clusterOp (x + y + x * y) = x + y := by
  rw [clusterOp_additive ⟨2, hx⟩ ⟨2, hy⟩, clusterOp_eq_sum hx, clusterOp_eq_sum hy]
  simp [Finset.sum_range_succ, hx, hy]
```

If $x^2=y^2=0$, as for one elementary excitation with its amplitude on each fragment, then $L(x)=x$ and $L(y)=y$, so the cluster operator is $x+y$. Directly, with $w=x+y+xy$ one finds $w^2=2xy$ and $w^3=0$, so $-w^2/2$ removes the simultaneous excitation $xy$.

```lean
/-- In the dual numbers over the dual numbers over `ℚ`, the inner and the outer infinitesimal
unit both square to zero while their product is nonzero. -/
theorem clusterOp_of_sq_zero_witness :
    (TrivSqZeroExt.inl (DualNumber.eps : DualNumber ℚ) : DualNumber (DualNumber ℚ)) ^ 2 = 0 ∧
    (DualNumber.eps : DualNumber (DualNumber ℚ)) ^ 2 = 0 ∧
    (TrivSqZeroExt.inl (DualNumber.eps : DualNumber ℚ) : DualNumber (DualNumber ℚ))
      * DualNumber.eps ≠ 0 := by
  refine ⟨?_, ?_, fun h => ?_⟩
  · rw [sq, ← TrivSqZeroExt.inl_mul, DualNumber.eps_mul_eps, TrivSqZeroExt.inl_zero]
  · rw [sq, DualNumber.eps_mul_eps]
  · have h1 := congrArg (fun z => TrivSqZeroExt.snd (TrivSqZeroExt.snd z)) h
    simp at h1

end

end ClusterAdditivity
```

This example shows that the cancellation can concern a nonzero term. Dual numbers are $a+b\varepsilon$ with $\varepsilon^2=0$; doing the construction twice gives two units $\varepsilon_1,\varepsilon_2$ that square to zero while $\varepsilon_1\varepsilon_2\neq0$. The last step of the proof reads off the coefficient of $\varepsilon_1\varepsilon_2$, which is 1.

```lean
#print axioms ClusterAdditivity.exp_clusterOp
-- 'ClusterAdditivity.exp_clusterOp' depends on axioms: [propext, Classical.choice, Quot.sound]
#print axioms ClusterAdditivity.clusterOp_additive
-- 'ClusterAdditivity.clusterOp_additive' depends on axioms: [propext, Classical.choice, Quot.sound]
#print axioms ClusterAdditivity.clusterOp_fragments
-- 'ClusterAdditivity.clusterOp_fragments' depends on axioms: [propext, Classical.choice, Quot.sound]
#print axioms ClusterAdditivity.clusterOp_of_sq_zero
-- 'ClusterAdditivity.clusterOp_of_sq_zero' depends on axioms: [propext, Classical.choice, Quot.sound]
```
